# The area under the unnormalised Gaussian exp(−u²) from 0 to x tends to √π/2 as x → ∞

The lemma says that the integral of exp(−u²) from 0 to x tends to √π/2 as the real number x goes to infinity. The Gaussian is unnormalised: divided by its integral over the whole line, √π, it would give the limit 1/2. The attempt starts from Mathlib's theorem that the integrals of an integrable function from 0 to x tend to its integral over the half-line, and takes the value of that integral from `integral_gaussian_Ioi`. It then asks `simpa` to unfold `gaussArea` and match the result with the goal.

Lean 4 with Mathlib refuses this proof:

```lean
import Mathlib

open Filter Topology
open scoped Real

namespace GaussAreaTendsto

noncomputable section

/-- The integral of `exp(-u²)` from `0` to `x`; for `x ≥ 0` it is the area under this Gaussian. -/
def gaussArea (x : ℝ) : ℝ := ∫ u in (0 : ℝ)..x, Real.exp (-u ^ 2)

lemma gaussArea_tendsto : Tendsto gaussArea atTop (𝓝 (√π / 2)) := by
  have h := MeasureTheory.intervalIntegral_tendsto_integral_Ioi (0 : ℝ)
    (integrable_exp_neg_mul_sq one_pos).integrableOn tendsto_id
  rw [integral_gaussian_Ioi] at h
  simpa [gaussArea] using h

end

end GaussAreaTendsto
```

Messages:

```
Main.lean:17:2: error: Type mismatch: After simplification, term
  h
 has type
  @Tendsto ℝ ℝ (fun i => ∫ (x : ℝ) in 0..i, rexp (-x ^ 2)) atTop (𝓝 (√π / 2))
but is expected to have type
  @Tendsto ℝ ℝ gaussArea atTop (𝓝 (√π / 2))
```

What went wrong. The message shows that `h`, once simplified, has the right content: the integral, as a function of its upper limit, tends to √π/2. The goal, however, still speaks of `gaussArea`, which `simpa [gaussArea]` has not unfolded. The definition takes an argument `x`, so `simp` unfolds it by an equation for `gaussArea x`. In the goal `gaussArea` stands without an argument, as the function passed to `Tendsto`, and the equation finds nothing to rewrite. The final comparison in `simpa` does not unfold the definition either, hence the type mismatch.

The `change` line restates the goal with the integral written out as a function of `x`. Lean accepts this because the two forms are equal by definition, and `change` may unfold `gaussArea` to check it. After that `simpa using h` has only to simplify `h` and the goal to the same form. `gaussArea` is dropped from the `simpa` call because the goal no longer contains it.

As a diff, the version that Lean accepts:

```diff
@@ -15,5 +15,6 @@
     (integrable_exp_neg_mul_sq one_pos).integrableOn tendsto_id
   rw [integral_gaussian_Ioi] at h
-  simpa [gaussArea] using h
+  change Tendsto (fun x : ℝ => ∫ u in (0 : ℝ)..x, Real.exp (-u ^ 2)) atTop (𝓝 (√π / 2))
+  simpa using h
 
 end
```
